# For linear coupling to a common harmonic environment, the frozen-embedding error in an energy gap is ½ d·K⁻¹d

An embedded-cluster calculation often relaxes the surroundings for one state of the cluster and then reuses them, unchanged, for a second state. The surroundings may be ions represented by ab initio model potentials (AIMP), with displacements or induced dipoles as their remaining degrees of freedom. The difference of the two total energies is then taken as the energy gap. If the wanted quantity is the gap with the environment relaxed separately for each state, this step introduces an error, which has a closed form when the environment is harmonic and couples linearly to the cluster.

## The error and its bound

Collect the environment coordinates in a real vector \(y\) of finite length. For cluster states \(s=0,1\), let

\[
E_s(y)=e_s+g_s\cdot y+\tfrac12\,y\cdot Ky ,
\]

where \(e_s\) is an energy offset, \(g_s\) is the coupling vector and \(K\) is a real symmetric positive definite stiffness matrix shared by both states. The force that the cluster exerts on the environment is \(-g_s\). Let \(y_0\) minimise \(E_0\), and put \(d=g_1-g_0\). Then

\[
\bigl[E_1(y_0)-E_0(y_0)\bigr]-\bigl[\min E_1-\min E_0\bigr]=\tfrac12\,d\cdot K^{-1}d .
\]

The error is never negative, and it vanishes only when \(d=0\). If \(d=qf\) with a fixed vector \(f\neq0\), it equals \(q^2\) times a positive constant. If the stiffness is at least \(\kappa>0\) in every direction, meaning \(\kappa\,x\cdot x\le x\cdot Kx\) for all \(x\), the error is at most \(d\cdot d/(2\kappa)\).

## Where a polarisable embedding code meets this term

Take point-polarisable sites around a cluster whose charge density in each state is held fixed. The coordinates \(y\) are the induced dipoles, and \(-g_s\) lists the electric field of the cluster in state \(s\) at the sites. Permanent charges in the environment add the same field to \(-g_0\) and \(-g_1\), and this field cancels in \(d\). The matrix \(K\) is the inverse polarisability matrix minus the dipole interaction tensor, with the sign convention that this tensor turns the dipoles into the field they produce at one another's sites. Positive definiteness of \(K\) says that the dipoles have a stable response.

In a calculation with frozen dipoles, the code solves \(Ky_0=-g_0\) for the dipoles of state 0 and keeps them while it evaluates state 1. The term \(\tfrac12y_0\cdot Ky_0\), which contains the cost of polarising the sites and the interaction between their dipoles, cancels in the difference, so the reported gap is \(e_1-e_0+d\cdot y_0\). The relaxed gap can be obtained from it by forming \(d\), which is minus the change of the field at the sites, solving \(Kx=d\), and subtracting \(\tfrac12d\cdot x\). This takes one further linear solve, without an explicit inverse.

If the change of field is that of an added charge \(q\) with a fixed spatial shape, \(f\) is the coupling per unit charge. In this linear-response model, doubling the added charge quadruples the frozen-embedding error.

Whether the term counts as an error depends on the target. In a vertical optical transition the nuclei are meant to stay where they are, and for nuclear displacements the same expression is then a relaxation energy that the vertical gap rightly contains.

## Completing the square

For one state, drop the index \(s\) and define \(r=-K^{-1}g\), so that \(Kr=-g\). Since \(K\) is symmetric, \(r\cdot Ky=y\cdot Kr=-g\cdot y\). Also \(r\cdot Kr=-g\cdot r\). Therefore

\[
\tfrac12(y-r)\cdot K(y-r)
=\tfrac12y\cdot Ky-y\cdot Kr+\tfrac12r\cdot Kr
=\tfrac12y\cdot Ky+g\cdot y-\tfrac12g\cdot r .
\]

The energy at \(r\) is \(E(r)=e+g\cdot r+\tfrac12r\cdot Kr=e+\tfrac12g\cdot r\). Adding the two lines gives

\[
E(y)=E(r)+\tfrac12(y-r)\cdot K(y-r).
\]

The last term is positive unless \(y=r\), so \(r\) is the unique minimiser.

Now let \(y_s=-K^{-1}g_s\) be the minimiser for state \(s\). In the difference of the gaps, \(E_0(y_0)\) appears once with each sign and cancels:

\[
\bigl[E_1(y_0)-E_0(y_0)\bigr]-\bigl[E_1(y_1)-E_0(y_0)\bigr]
=E_1(y_0)-E_1(y_1)
=\tfrac12(y_0-y_1)\cdot K(y_0-y_1).
\]

The displacement is \(y_0-y_1=K^{-1}(g_1-g_0)=K^{-1}d\). Applying \(K\) to it returns \(d\), and the error is \(\tfrac12d\cdot K^{-1}d\).

The inverse of a positive definite matrix is positive definite, so this number is positive for \(d\neq0\) and zero for \(d=0\). Inserting \(d=qf\) brings out one factor \(q\) from each side of the product:

\[
\tfrac12(qf)\cdot K^{-1}(qf)=q^2\,\tfrac12f\cdot K^{-1}f .
\]

For the bound, set \(x=K^{-1}d\). The stiffness condition gives \(\kappa\,x\cdot x\le x\cdot Kx=d\cdot x\). A squared length is nonnegative, hence

\[
0\le (d-\kappa x)\cdot(d-\kappa x)
=d\cdot d-2\kappa\,d\cdot x+\kappa^2x\cdot x
\le d\cdot d-\kappa\,d\cdot x .
\]

Dividing by \(2\kappa\) yields \(\tfrac12d\cdot x\le d\cdot d/(2\kappa)\).

## The Lean file

```lean
import Mathlib

open Matrix

namespace FrozenEmbedding

noncomputable section

variable {n : Type*} [Fintype n]

/-- Energy of an environment `y` with harmonic stiffness `K`, linear coupling `g` to the
active cluster, and offset `e`. -/
def envEnergy (e : ℝ) (g : n → ℝ) (K : Matrix n n ℝ) (y : n → ℝ) : ℝ :=
  e + g ⬝ᵥ y + 1 / 2 * (y ⬝ᵥ K *ᵥ y)

/-- The environment `y` is relaxed when no other environment has lower energy. -/
def IsRelaxed (e : ℝ) (g : n → ℝ) (K : Matrix n n ℝ) (y : n → ℝ) : Prop :=
  ∀ z, envEnergy e g K y ≤ envEnergy e g K z

/-- The infimum of the energy over all environments, when the energy is bounded below. -/
def minEnergy (e : ℝ) (g : n → ℝ) (K : Matrix n n ℝ) : ℝ :=
  ⨅ y, envEnergy e g K y

/-- Energy difference of the two cluster states in one common environment `y`. -/
def frozenGap (e₀ e₁ : ℝ) (g₀ g₁ : n → ℝ) (K : Matrix n n ℝ) (y : n → ℝ) : ℝ :=
  envEnergy e₁ g₁ K y - envEnergy e₀ g₀ K y

/-- Energy difference of the two cluster states, each with its own energy infimum over environments,
when both energies are bounded below. -/
def relaxedGap (e₀ e₁ : ℝ) (g₀ g₁ : n → ℝ) (K : Matrix n n ℝ) : ℝ :=
  minEnergy e₁ g₁ K - minEnergy e₀ g₀ K

/-- If an environment is relaxed, the infimum of the energy is its energy. -/
theorem minEnergy_eq {e : ℝ} {g : n → ℝ} {K : Matrix n n ℝ} {y : n → ℝ}
    (h : IsRelaxed e g K y) : minEnergy e g K = envEnergy e g K y := by
  apply le_antisymm
  · refine ciInf_le ⟨envEnergy e g K y, ?_⟩ y
    rintro _ ⟨z, rfl⟩
    exact h z
  · exact le_ciInf h

variable [DecidableEq n]

/-- The linear response `-K⁻¹ g` of the environment to the coupling `g`, for invertible `K`. -/
def response (K : Matrix n n ℝ) (g : n → ℝ) : n → ℝ := -(K⁻¹ *ᵥ g)

/-- For a positive definite stiffness, applying `K` to `K⁻¹ v` gives back `v`. -/
theorem stiffness_mul_inv {K : Matrix n n ℝ} (hK : K.PosDef) (v : n → ℝ) :
    K *ᵥ (K⁻¹ *ᵥ v) = v := by
  have hu : IsUnit K.det := hK.det_pos.ne'.isUnit
  rw [Matrix.mulVec_mulVec, Matrix.mul_nonsing_inv _ hu, Matrix.one_mulVec]

/-- For a positive definite stiffness, the energy of any environment is that of the linear
response plus the harmonic energy of the displacement from it. -/
theorem envEnergy_eq_add_square {K : Matrix n n ℝ} (hK : K.PosDef) (e : ℝ) (g y : n → ℝ) :
    envEnergy e g K y = envEnergy e g K (response K g)
      + 1 / 2 * ((y - response K g) ⬝ᵥ K *ᵥ (y - response K g)) := by
  have hT : Kᵀ = K := by
    have h := hK.isHermitian.eq
    rwa [Matrix.conjTranspose_eq_transpose_of_trivial] at h
  -- the force balance at the linear response
  have hb : K *ᵥ response K g = -g := by
    rw [response, Matrix.mulVec_neg, stiffness_mul_inv hK]
  have s : response K g ⬝ᵥ K *ᵥ y = y ⬝ᵥ K *ᵥ response K g := by
    rw [Matrix.dotProduct_mulVec, ← Matrix.mulVec_transpose, hT, dotProduct_comm]
  have a : y ⬝ᵥ K *ᵥ response K g = -(g ⬝ᵥ y) := by
    rw [hb, dotProduct_neg, dotProduct_comm]
  have b : response K g ⬝ᵥ K *ᵥ response K g = -(g ⬝ᵥ response K g) := by
    rw [hb, dotProduct_neg, dotProduct_comm]
  simp only [envEnergy, Matrix.mulVec_sub, dotProduct_sub, sub_dotProduct]
  linear_combination (1 / 2) * s + a - b

/-- For a positive definite stiffness, the linear response is the one and only relaxed
environment. -/
theorem isRelaxed_iff {K : Matrix n n ℝ} (hK : K.PosDef) (e : ℝ) (g y : n → ℝ) :
    IsRelaxed e g K y ↔ y = response K g := by
  constructor
  · intro h
    by_contra hne
    have hp := hK.dotProduct_mulVec_pos (sub_ne_zero.mpr hne)
    rw [star_trivial] at hp
    have hs := envEnergy_eq_add_square hK e g y
    have hle := h (response K g)
    linarith
  · rintro rfl z
    have hp := hK.posSemidef.dotProduct_mulVec_nonneg (z - response K g)
    rw [star_trivial] at hp
    have hs := envEnergy_eq_add_square hK e g z
    linarith

/-- Frozen-embedding error: for a positive definite stiffness, freezing the environment at the
minimum of state 0 overestimates the relaxed energy gap by `½ d·K⁻¹d`, with `d = g₁ - g₀`. -/
theorem frozenGap_sub_relaxedGap {K : Matrix n n ℝ} (hK : K.PosDef) (e₀ e₁ : ℝ)
    (g₀ g₁ : n → ℝ) {y₀ : n → ℝ} (h₀ : IsRelaxed e₀ g₀ K y₀) :
    frozenGap e₀ e₁ g₀ g₁ K y₀ - relaxedGap e₀ e₁ g₀ g₁ K
      = 1 / 2 * ((g₁ - g₀) ⬝ᵥ K⁻¹ *ᵥ (g₁ - g₀)) := by
  have hy := (isRelaxed_iff hK e₀ g₀ y₀).1 h₀
  have h₁ : IsRelaxed e₁ g₁ K (response K g₁) := (isRelaxed_iff hK e₁ g₁ _).2 rfl
  -- the displacement between the two relaxed environments
  have hd : y₀ - response K g₁ = K⁻¹ *ᵥ (g₁ - g₀) := by
    rw [hy]
    simp only [response, Matrix.mulVec_sub]
    abel
  -- the energy of state 1 in the environment of state 0
  have hs := envEnergy_eq_add_square hK e₁ g₁ y₀
  rw [hd, stiffness_mul_inv hK, dotProduct_comm] at hs
  unfold frozenGap relaxedGap
  rw [minEnergy_eq h₀, minEnergy_eq h₁]
  linear_combination hs

/-- For a positive definite stiffness and the environment frozen at the minimum of state 0, the
gap is strictly overestimated exactly when the two states couple differently to it. -/
theorem relaxedGap_lt_frozenGap_iff {K : Matrix n n ℝ} (hK : K.PosDef) (e₀ e₁ : ℝ)
    (g₀ g₁ : n → ℝ) {y₀ : n → ℝ} (h₀ : IsRelaxed e₀ g₀ K y₀) :
    relaxedGap e₀ e₁ g₀ g₁ K < frozenGap e₀ e₁ g₀ g₁ K y₀ ↔ g₁ ≠ g₀ := by
  have he := frozenGap_sub_relaxedGap hK e₀ e₁ g₀ g₁ h₀
  constructor
  · rintro hlt rfl
    rw [sub_self g₁, zero_dotProduct] at he
    linarith
  · intro hne
    have hp := hK.inv.dotProduct_mulVec_pos (sub_ne_zero.mpr hne)
    rw [star_trivial] at hp
    linarith

/-- If the coupling changes by `q f` with `f ≠ 0`, the stiffness is positive definite and the
environment is frozen at the minimum of state 0, the error is `q²` times a positive constant. -/
theorem frozen_error_quadratic {K : Matrix n n ℝ} (hK : K.PosDef) (e₀ e₁ q : ℝ)
    (g₀ : n → ℝ) {f y₀ : n → ℝ} (hf : f ≠ 0) (h₀ : IsRelaxed e₀ g₀ K y₀) :
    0 < 1 / 2 * (f ⬝ᵥ K⁻¹ *ᵥ f) ∧
    frozenGap e₀ e₁ g₀ (g₀ + q • f) K y₀ - relaxedGap e₀ e₁ g₀ (g₀ + q • f) K
      = q ^ 2 * (1 / 2 * (f ⬝ᵥ K⁻¹ *ᵥ f)) := by
  constructor
  · have hp := hK.inv.dotProduct_mulVec_pos hf
    rw [star_trivial] at hp
    linarith
  · rw [frozenGap_sub_relaxedGap hK e₀ e₁ g₀ _ h₀, add_sub_cancel_left,
      Matrix.mulVec_smul, dotProduct_smul, smul_dotProduct, smul_eq_mul, smul_eq_mul]
    ring

/-- If the positive definite stiffness is at least `κ > 0` in every direction, freezing the
environment at the minimum of state 0 gives an error of at most `d·d / (2κ)`, `d = g₁ - g₀`. -/
theorem frozen_error_le_of_stiff {K : Matrix n n ℝ} (hK : K.PosDef) (e₀ e₁ : ℝ)
    (g₀ g₁ : n → ℝ) {y₀ : n → ℝ} (h₀ : IsRelaxed e₀ g₀ K y₀) {κ : ℝ} (hκ : 0 < κ)
    (hstiff : ∀ x : n → ℝ, κ * (x ⬝ᵥ x) ≤ x ⬝ᵥ K *ᵥ x) :
    frozenGap e₀ e₁ g₀ g₁ K y₀ - relaxedGap e₀ e₁ g₀ g₁ K
      ≤ ((g₁ - g₀) ⬝ᵥ (g₁ - g₀)) / (2 * κ) := by
  rw [frozenGap_sub_relaxedGap hK e₀ e₁ g₀ g₁ h₀]
  generalize g₁ - g₀ = d
  have hx := hstiff (K⁻¹ *ᵥ d)
  rw [stiffness_mul_inv hK, dotProduct_comm (K⁻¹ *ᵥ d) d] at hx
  -- the squared length of `d - κ K⁻¹ d` is nonnegative
  have hsq : 0 ≤ (d - κ • (K⁻¹ *ᵥ d)) ⬝ᵥ (d - κ • (K⁻¹ *ᵥ d)) :=
    Finset.sum_nonneg fun i _ => mul_self_nonneg _
  simp only [dotProduct_sub, sub_dotProduct, dotProduct_smul, smul_dotProduct,
    smul_eq_mul] at hsq
  rw [dotProduct_comm (K⁻¹ *ᵥ d) d] at hsq
  have hm := mul_le_mul_of_nonneg_left hx hκ.le
  rw [le_div_iff₀ (by positivity)]
  linarith

end

end FrozenEmbedding
```

```lean
#print axioms FrozenEmbedding.frozenGap_sub_relaxedGap
-- 'FrozenEmbedding.frozenGap_sub_relaxedGap' depends on axioms: [propext, Classical.choice, Quot.sound]
#print axioms FrozenEmbedding.relaxedGap_lt_frozenGap_iff
-- 'FrozenEmbedding.relaxedGap_lt_frozenGap_iff' depends on axioms: [propext, Classical.choice, Quot.sound]
#print axioms FrozenEmbedding.frozen_error_quadratic
-- 'FrozenEmbedding.frozen_error_quadratic' depends on axioms: [propext, Classical.choice, Quot.sound]
#print axioms FrozenEmbedding.frozen_error_le_of_stiff
-- 'FrozenEmbedding.frozen_error_le_of_stiff' depends on axioms: [propext, Classical.choice, Quot.sound]
```

## How the definitions represent the environment

The finite type `n` labels the environment coordinates, for instance one label per Cartesian component of each dipole. A vector is a function `n → ℝ`, `⬝ᵥ` is the dot product and `*ᵥ` applies a matrix to a vector. `envEnergy e g K y` is \(E(y)\) with the factor \(\tfrac12\) written explicitly, so `K` is the full second-derivative matrix.

`K.PosDef` contains both the symmetry of the real matrix and the positivity of \(x\cdot Kx\) for nonzero \(x\). Physically, every displacement from the relaxed environment costs energy.

`IsRelaxed e g K y` says that `y` is a global minimiser. `minEnergy` is the infimum over all environments when the energy is bounded below; otherwise Lean gives it a default value. The theorem `minEnergy_eq` identifies `minEnergy` with the energy of a relaxed environment whenever there is one. For positive definite `K`, `isRelaxed_iff` supplies that environment and shows that it is unique.

`frozenGap` evaluates both states at the same `y`, while `relaxedGap` subtracts the two infima. In `frozenGap_sub_relaxedGap`, the frozen environment `y₀` is any vector satisfying `IsRelaxed e₀ g₀ K y₀`; the formula \(-K^{-1}g_0\) for it is derived. The other three results on the error read as follows:

- `relaxedGap_lt_frozenGap_iff` says that the overestimate is strict exactly when `g₁ ≠ g₀`.
- `frozen_error_quadratic` writes the second coupling as `g₀ + q • f`. It allows any real `q`, including zero, and states separately that the coefficient of \(q^2\) is positive.
- `frozen_error_le_of_stiff` takes the stiffness floor as the hypothesis `hstiff`. The constant `κ` stands for a lower limit on the restoring stiffness of the softest mode, and the user has to supply it. A single `κ` presupposes coordinates scaled to common units.

## From the square to the error formula in Lean

`stiffness_mul_inv` proves \(K(K^{-1}v)=v\), using the positive determinant of a positive definite matrix. `envEnergy_eq_add_square` completes the square. Inside it, `hT` extracts the symmetry of `K`, `hb` is the force balance \(Kr=-g\), and `s`, `a` and `b` are the scalar identities used in the expansion above. The final `linear_combination` adds them with the right weights.

`isRelaxed_iff` uses the square in both directions. A relaxed `y` different from `response K g` would lie strictly above it in energy, which is a contradiction. Conversely, a nonnegative square puts every environment `z` at or above the response. `minEnergy_eq` proves two inequalities: the infimum is at most the energy at `y`, and that energy is a lower bound for all the others.

In `frozenGap_sub_relaxedGap`, `hd` is the displacement \(y_0-y_1=K^{-1}d\), and `hs` is the square for state 1 evaluated at `y₀`. Once the infima have been replaced by energies at minimisers, the energy of state 0 cancels and `hs` gives the result.

The strictness theorem combines this formula with `hK.inv`, the positive definiteness of the inverse. The quadratic theorem pulls `q` out of both factors of the product. In the stiffness bound, `hx` is the condition applied to \(K^{-1}d\), `hsq` is the nonnegative squared length, and `hm` is `hx` multiplied by `κ`; `linarith` combines them.

## Limits of the harmonic model

The theorems concern real numbers and exact minimisers. They do not estimate the effect of rounding or of an incompletely converged environment. They also take \(e_s\), \(g_s\) and \(K\) as given, and do not derive them from a Hamiltonian or from a particular AIMP.

Three idealisations matter for an electronic-structure application. The environment has finitely many coordinates, its energy is exactly quadratic, and the cluster enters only through a constant and a linear term. A cluster wavefunction that repolarises when \(y\) changes generally adds further dependence on \(y\), including a curvature that differs between the states.

That suggests another model, in which each state has its own positive definite stiffness \(K_s\). The same completion of the square, now applied to state 1 alone, gives the error

\[
\tfrac12\,\rho\cdot K_1^{-1}\rho,\qquad \rho=g_1+K_1y_0 ,
\]

where \(-\rho\) is the total force on the frozen environment in state 1. With \(K_1=K_0\), \(\rho\) reduces to \(d\). With different stiffnesses the error can be nonzero even for \(g_1=g_0\), and setting \(d=qf\) need not make it proportional to \(q^2\). This variant is an extension by hand; the file treats a common \(K\) throughout.
